# The N-point midpoint rule for the unit-circle spectral projector is the rational filter \(1/(1+z^N)\)

For \(N\ge 1\), nodes \(w_j=e^{i\pi(2j+1)/N}\) with \(j=0,\dots,N-1\), and every complex \(z\) with \(z^N\neq-1\),
\[
\frac1N\sum_{j=0}^{N-1}\frac{w_j}{w_j-z}=\frac{1}{1+z^N}.
\]
With an even number of nodes and real \(z\), this is a Butterworth profile.

In Lean 4 with Mathlib:

```lean
import Mathlib

open Finset (range)
open scoped Matrix

namespace ContourFilter

noncomputable section

/-- The midpoint node `exp(iπ(2j+1)/N)` on the unit circle, for `N ≥ 1`. -/
def node (N j : ℕ) : ℂ := Complex.exp (Complex.I * Real.pi * (2 * j + 1) / N)

/-- The midpoint rule with `N ≥ 1` nodes for the spectral projector on the unit circle,
as a function of the spectral variable `z`, which must not be a node. -/
def contourFilter (N : ℕ) (z : ℂ) : ℂ :=
  (1 / N : ℂ) * ∑ j ∈ range N, node N j / (node N j - z)

/-- Every node is an `N`-th root of `-1`. -/
theorem node_pow {N : ℕ} (hN : N ≠ 0) (j : ℕ) : node N j ^ N = -1 := by
  have hN' : (N : ℂ) ≠ 0 := Nat.cast_ne_zero.2 hN
  have h : (N : ℂ) * (Complex.I * Real.pi * (2 * j + 1) / N)
      = (j : ℂ) * (2 * Real.pi * Complex.I) + Real.pi * Complex.I := by
    linear_combination (Complex.I * Real.pi * (2 * j + 1)) * mul_inv_cancel₀ hN'
  rw [node, ← Complex.exp_nat_mul, h, Complex.exp_add, Complex.exp_nat_mul,
    Complex.exp_two_pi_mul_I, one_pow, Complex.exp_pi_mul_I, one_mul]

/-- The `m`-th powers of the nodes sum to zero for `0 < m < N`. -/
theorem sum_node_pow {N m : ℕ} (hm : 0 < m) (hmN : m < N) :
    ∑ j ∈ range N, node N j ^ m = 0 := by
  have hζ := Complex.isPrimitiveRoot_exp N (by omega)
  have hnode : ∀ j, node N j = node N 0 * Complex.exp (2 * Real.pi * Complex.I / N) ^ j := by
    intro j
    unfold node
    rw [← Complex.exp_nat_mul, ← Complex.exp_add]
    congr 1
    push_cast
    ring
  generalize Complex.exp (2 * Real.pi * Complex.I / N) = ζ at hζ hnode
  have hne : 1 - ζ ^ m ≠ 0 := by
    intro h
    have := Nat.le_of_dvd hm (hζ.dvd_of_pow_eq_one m (sub_eq_zero.1 h).symm)
    omega
  -- the powers form a geometric series over a full period
  have hgeom : ∑ j ∈ range N, (ζ ^ m) ^ j = 0 := by
    have h := mul_neg_geom_sum (ζ ^ m) N
    rw [← pow_mul, mul_comm m N, pow_mul, hζ.pow_eq_one, one_pow, sub_self] at h
    exact (mul_eq_zero.1 h).resolve_left hne
  calc ∑ j ∈ range N, node N j ^ m = ∑ j ∈ range N, node N 0 ^ m * (ζ ^ m) ^ j := by
        refine Finset.sum_congr rfl fun j _ => ?_
        rw [hnode j, mul_pow, ← pow_mul, ← pow_mul, mul_comm j m]
    _ = 0 := by rw [← Finset.mul_sum, hgeom, mul_zero]

/-- In any complex algebra, if `G j` is a resolvent of `a` at the `j`-th node, then the
midpoint rule applied to these resolvents is a right inverse of `1 + a ^ N`. -/
theorem quadrature_mul {R : Type*} [Ring R] [Algebra ℂ R] {N : ℕ} (hN : N ≠ 0)
    (a : R) (G : ℕ → R) (hG : ∀ j < N, (algebraMap ℂ R (node N j) - a) * G j = 1) :
    (1 + a ^ N) * ((1 / N : ℂ) • ∑ j ∈ range N, node N j • G j) = 1 := by
  -- 1 + a^N is divisible by each factor (node - a)
  have hstep : ∀ j ∈ range N, (1 + a ^ N) * (node N j • G j)
      = -∑ k ∈ range N, node N j ^ (k + 1) • a ^ (N - 1 - k) := by
    intro j hj
    have h1 := (Algebra.commute_algebraMap_left (node N j) a).geom_sum₂_mul N
    rw [← map_pow, node_pow hN, map_neg, map_one] at h1
    have h2 : 1 + a ^ N = -(-1 - a ^ N) := by abel
    rw [mul_smul_comm, h2, ← h1, neg_mul, mul_assoc, hG j (Finset.mem_range.1 hj), mul_one,
      smul_neg, Finset.smul_sum]
    congr 1
    refine Finset.sum_congr rfl fun k _ => ?_
    rw [← map_pow, ← Algebra.smul_def, smul_smul, ← pow_succ']
  -- after summation over the nodes only the N-th power sum survives
  have hsum : ∑ j ∈ range N, ∑ k ∈ range N, node N j ^ (k + 1) • a ^ (N - 1 - k)
      = (-(N : ℂ)) • (1 : R) := by
    rw [Finset.sum_comm]
    simp_rw [← Finset.sum_smul]
    rw [Finset.sum_eq_single (N - 1)]
    · rw [Nat.sub_add_cancel (Nat.pos_of_ne_zero hN), Nat.sub_self, pow_zero,
        Finset.sum_congr rfl (fun j _ => node_pow hN j)]
      simp
    · intro k hk hk'
      have hk2 := Finset.mem_range.1 hk
      have h0 : ∑ j ∈ range N, node N j ^ (k + 1) = 0 :=
        sum_node_pow (by omega) (by omega)
      rw [h0, zero_smul]
    · intro h
      exact absurd (Finset.mem_range.2 (by omega)) h
  rw [mul_smul_comm, Finset.mul_sum, Finset.sum_congr rfl hstep, Finset.sum_neg_distrib, hsum,
    neg_smul, neg_neg, smul_smul, one_div, inv_mul_cancel₀ (Nat.cast_ne_zero.2 hN), one_smul]

/-- The solutions of `z ^ N = -1` are exactly the quadrature nodes. -/
theorem pow_eq_neg_one_iff {N : ℕ} (hN : N ≠ 0) (z : ℂ) :
    z ^ N = -1 ↔ ∃ j < N, z = node N j := by
  constructor
  · intro hz
    by_contra hcon
    have h := quadrature_mul hN z (fun j => (node N j - z)⁻¹) (fun j hj =>
      mul_inv_cancel₀ (sub_ne_zero.2 fun e => hcon ⟨j, hj, e.symm⟩))
    rw [hz, add_neg_cancel, zero_mul] at h
    exact zero_ne_one h
  · rintro ⟨j, _, rfl⟩
    exact node_pow hN j

/-- The midpoint rule for the spectral projector on the unit circle is the rational filter `1 / (1 +
z ^ N)` whenever `z ^ N ≠ -1`. -/
theorem contourFilter_eq {N : ℕ} (hN : N ≠ 0) {z : ℂ} (hz : z ^ N ≠ -1) :
    contourFilter N z = 1 / (1 + z ^ N) := by
  have h := quadrature_mul hN z (fun j => (node N j - z)⁻¹) (fun j _ =>
    mul_inv_cancel₀ (sub_ne_zero.2 fun e => hz (e ▸ node_pow hN j)))
  have hne : 1 + z ^ N ≠ 0 := fun h0 => hz (by linear_combination h0)
  simp only [smul_eq_mul] at h
  rw [eq_div_iff hne, mul_comm, contourFilter]
  simpa only [div_eq_mul_inv] using h

/-- With an even number `2m` of nodes, the filter at every real `x` is the Butterworth
profile `1 / (1 + x ^ (2m))`. -/
theorem contourFilter_butterworth {m : ℕ} (hm : m ≠ 0) (x : ℝ) :
    contourFilter (2 * m) x = ((1 / (1 + x ^ (2 * m)) : ℝ) : ℂ) := by
  have hx : (x : ℂ) ^ (2 * m) ≠ -1 := by
    intro h
    have h' : x ^ (2 * m) = -1 := by exact_mod_cast h
    have h0 : 0 ≤ x ^ (2 * m) := by
      rw [pow_mul]
      positivity
    linarith
  rw [contourFilter_eq (by omega) hx]
  simp only [Complex.ofReal_div, Complex.ofReal_one, Complex.ofReal_add, Complex.ofReal_pow]

/-- Inside the circle the filter differs from one by at most `|z|^N / (1 - |z|^N)`. -/
theorem norm_contourFilter_sub_one_le {N : ℕ} (hN : N ≠ 0) {z : ℂ} (hz : ‖z‖ < 1) :
    ‖contourFilter N z - 1‖ ≤ ‖z‖ ^ N / (1 - ‖z‖ ^ N) := by
  have hlt : ‖z‖ ^ N < 1 := pow_lt_one₀ (norm_nonneg z) hz hN
  have h := norm_sub_le (1 + z ^ N) (z ^ N)
  rw [add_sub_cancel_right, norm_one, norm_pow] at h
  have hne : 1 + z ^ N ≠ 0 := norm_pos_iff.1 (by linarith)
  have hF : contourFilter N z - 1 = -z ^ N / (1 + z ^ N) := by
    rw [contourFilter_eq hN (fun e => hne (by rw [e]; ring)), eq_div_iff hne, sub_mul,
      div_mul_cancel₀ _ hne]
    ring
  rw [hF, norm_div, norm_neg, norm_pow]
  exact div_le_div_of_nonneg_left (by positivity) (by linarith) (by linarith)

/-- Outside the circle the modulus of the filter is at most `1 / (|z|^N - 1)`. -/
theorem norm_contourFilter_le {N : ℕ} (hN : N ≠ 0) {z : ℂ} (hz : 1 < ‖z‖) :
    ‖contourFilter N z‖ ≤ 1 / (‖z‖ ^ N - 1) := by
  have hlt : 1 < ‖z‖ ^ N := one_lt_pow₀ hz hN
  have h := norm_sub_le (1 + z ^ N) 1
  rw [add_sub_cancel_left, norm_one, norm_pow] at h
  have hne : 1 + z ^ N ≠ 0 := norm_pos_iff.1 (by linarith)
  rw [contourFilter_eq hN (fun e => hne (by rw [e]; ring)), norm_div, norm_one]
  exact div_le_div_of_nonneg_left (by positivity) (by linarith) (by linarith)

variable {n : Type*} [Fintype n] [DecidableEq n]

/-- The midpoint rule for the spectral projector of `H` on the circle with centre `c` and
radius `|r|`, for `N ≥ 1` and no node `c + r w_j` in the spectrum of `H`. -/
def projector (N : ℕ) (c r : ℂ) (H : Matrix n n ℂ) : Matrix n n ℂ :=
  (1 / N : ℂ) • ∑ j ∈ range N,
    node N j • (r • ((c + r * node N j) • (1 : Matrix n n ℂ) - H)⁻¹)

/-- If no node is an eigenvalue of `H`, the approximate spectral projector is the inverse
of `1 + ((H - c) / r) ^ N`. -/
theorem projector_mul {N : ℕ} (hN : N ≠ 0) {c r : ℂ} (hr : r ≠ 0) {H : Matrix n n ℂ}
    (hH : ∀ j < N, IsUnit ((c + r * node N j) • (1 : Matrix n n ℂ) - H)) :
    (1 + (r⁻¹ • (H - c • (1 : Matrix n n ℂ))) ^ N) * projector N c r H = 1 := by
  refine quadrature_mul hN (r⁻¹ • (H - c • (1 : Matrix n n ℂ)))
    (fun j => r • ((c + r * node N j) • (1 : Matrix n n ℂ) - H)⁻¹) ?_
  intro j hj
  -- rescale the resolvent to the unit circle
  have h : algebraMap ℂ (Matrix n n ℂ) (node N j) - r⁻¹ • (H - c • (1 : Matrix n n ℂ))
      = r⁻¹ • ((c + r * node N j) • (1 : Matrix n n ℂ) - H) := by
    rw [Algebra.algebraMap_eq_smul_one]
    simp only [smul_sub, add_smul, smul_add, smul_smul, inv_mul_cancel_left₀ hr]
    abel
  rw [h, smul_mul_smul_comm, inv_mul_cancel₀ hr, one_smul,
    Matrix.mul_nonsing_inv _ ((Matrix.isUnit_iff_isUnit_det _).1 (hH j hj))]

/-- An eigenvector of `H` with eigenvalue `e` is an eigenvector of the approximate projector
with eigenvalue `1 / (1 + ((e - c) / r) ^ N)`, whose denominator is nonzero. -/
theorem projector_mulVec {N : ℕ} (hN : N ≠ 0) {c r : ℂ} (hr : r ≠ 0) {H : Matrix n n ℂ}
    (hH : ∀ j < N, IsUnit ((c + r * node N j) • (1 : Matrix n n ℂ) - H))
    {e : ℂ} {v : n → ℂ} (hv0 : v ≠ 0) (hv : H *ᵥ v = e • v) :
    1 + ((e - c) / r) ^ N ≠ 0 ∧
      projector N c r H *ᵥ v = (1 / (1 + ((e - c) / r) ^ N)) • v := by
  have hP := mul_eq_one_comm.1 (projector_mul hN hr hH)
  have hA : (r⁻¹ • (H - c • (1 : Matrix n n ℂ))) *ᵥ v = ((e - c) / r) • v := by
    rw [Matrix.smul_mulVec, Matrix.sub_mulVec, Matrix.smul_mulVec, Matrix.one_mulVec, hv,
      ← sub_smul, smul_smul, div_eq_inv_mul]
  generalize r⁻¹ • (H - c • (1 : Matrix n n ℂ)) = A at hP hA
  generalize (e - c) / r = μ at hA ⊢
  have hpow : ∀ k : ℕ, A ^ k *ᵥ v = μ ^ k • v := by
    intro k
    induction k with
    | zero => rw [pow_zero, pow_zero, Matrix.one_mulVec, one_smul]
    | succ k ih =>
      rw [pow_succ, ← Matrix.mulVec_mulVec, hA, Matrix.mulVec_smul, ih, smul_smul, ← pow_succ']
  have hB : (1 + A ^ N) *ᵥ v = (1 + μ ^ N) • v := by
    rw [Matrix.add_mulVec, Matrix.one_mulVec, hpow, add_smul, one_smul]
  have key : (1 + μ ^ N) • (projector N c r H *ᵥ v) = v := by
    rw [← Matrix.mulVec_smul, ← hB, Matrix.mulVec_mulVec, hP, Matrix.one_mulVec]
  have hne : 1 + μ ^ N ≠ 0 := by
    intro h0
    rw [h0, zero_smul] at key
    exact hv0 key.symm
  refine ⟨hne, ?_⟩
  rw [one_div]
  exact (eq_inv_smul_iff₀ hne).2 key

/-- For the two-site hopping matrix with hopping `2` and the circle of centre `2` and
radius `1`, no node is an eigenvalue, whatever the number of nodes. -/
theorem projector_mul_witness {N : ℕ} (hN : N ≠ 0) (j : ℕ) :
    IsUnit ((2 + 1 * node N j) • (1 : Matrix (Fin 2) (Fin 2) ℂ) - !![0, 2; 2, 0]) := by
  have hdet : ((2 + 1 * node N j) • (1 : Matrix (Fin 2) (Fin 2) ℂ) - !![0, 2; 2, 0]).det
      = node N j * (node N j + 4) := by
    simp [Matrix.det_fin_two]
    ring
  have hw := node_pow hN j
  rw [Matrix.isUnit_iff_isUnit_det, hdet, isUnit_iff_ne_zero]
  refine mul_ne_zero (Complex.exp_ne_zero _) fun h => ?_
  -- a node at -4 would not have modulus one
  rw [eq_neg_of_add_eq_zero_left h] at hw
  have h4 := congrArg norm hw
  rw [norm_pow, norm_neg, norm_neg, norm_one, Complex.norm_ofNat] at h4
  have h5 : (1 : ℝ) < 4 ^ N := one_lt_pow₀ (by norm_num) hN
  linarith

end

end ContourFilter
```

```lean
#print axioms ContourFilter.contourFilter_eq
#print axioms ContourFilter.contourFilter_butterworth
#print axioms ContourFilter.norm_contourFilter_le
#print axioms ContourFilter.projector_mulVec
```

```
'ContourFilter.contourFilter_eq' depends on axioms: [propext, Classical.choice, Quot.sound]
'ContourFilter.contourFilter_butterworth' depends on axioms: [propext, Classical.choice, Quot.sound]
'ContourFilter.norm_contourFilter_le' depends on axioms: [propext, Classical.choice, Quot.sound]
'ContourFilter.projector_mulVec' depends on axioms: [propext, Classical.choice, Quot.sound]
```

## From the contour integral to a filter on energies

If no eigenvalue of a matrix \(H\) lies on a circle, the spectral projector for the eigenvalues inside it is \(\frac{1}{2\pi i}\oint(s-H)^{-1}ds\), taken counterclockwise. Put \(s=c+re^{i\theta}\), so that \(ds=ire^{i\theta}d\theta\), and apply the midpoint rule at \(\theta_j=\pi(2j+1)/N\), with weight \(2\pi/N\):
\[
P_N=\frac1N\sum_{j=0}^{N-1} r\,w_j\,(c+rw_j-H)^{-1}.
\]
This sum is the definition of `projector`; the integral itself does not appear in the file. The centre `c` and scale `r` are complex, the radius is \(|r|\), and the phase of \(r\) rotates the nodes. `contourFilter` is the scalar case with \(c=0\), \(r=1\).

`H` is any finite complex square matrix, Hermitian or not. The hypothesis `hH` says that each \(c+rw_j-H\) is invertible, which means physically that no quadrature point coincides with an energy level. Under it, and for \(r\ne0\), `projector_mul` states that \(P_N\) inverts \(1+((H-c)/r)^N\), and `projector_mulVec` states that a nonzero vector with \(Hv=ev\) satisfies
\[
P_Nv=\frac{1}{1+((e-c)/r)^N}\,v .
\]
In a contour eigensolver that uses this midpoint rule on a circle, this is the factor by which one application of the quadrature multiplies each eigenvector, for a finite matrix and exact linear solves. It is large in modulus when \((e-c)/r\) is close to a node.

For \(N=2m\) with \(m\ge1\) and real \(x\), `contourFilter_butterworth` gives \(1/(1+x^{2m})\), the squared gain of a Butterworth filter of order \(m\). It needs no exclusion, because \(x^{2m}\ge0\). At the edge \(|x|=1\) the value is \(1/2\), so an eigenvector with \((e-c)/r=\pm1\) is halved, for every even number of nodes.

## One power sum survives

Each node satisfies \(w_j^N=e^{i\pi(2j+1)}=-1\) (`node_pow`). With \(\zeta=e^{2\pi i/N}\) we have \(w_j=w_0\zeta^j\), so for \(0<m<N\)
\[
\sum_{j=0}^{N-1} w_j^m=w_0^m\sum_{j=0}^{N-1}(\zeta^m)^j=w_0^m\,\frac{1-\zeta^{mN}}{1-\zeta^m}=0 .
\]
The denominator is nonzero because \(\zeta\) is a primitive \(N\)-th root of unity. This is `sum_node_pow`.

Now let \(a\) be a number or a matrix, and let \(G_j\) satisfy \((w_j-a)G_j=1\). Since \(w_j^N=-1\), the finite geometric sum gives
\[
1+a^N=-(w_j^N-a^N)=-\sum_{k=0}^{N-1}w_j^k a^{N-1-k}\,(w_j-a).
\]
Multiplying by \(w_jG_j\) on the right and summing over \(j\),
\[
(1+a^N)\sum_{j=0}^{N-1} w_jG_j=-\sum_{k=0}^{N-1}\Big(\sum_{j=0}^{N-1} w_j^{k+1}\Big)a^{N-1-k}=N .
\]
Only \(k=N-1\) contributes, with \(\sum_j w_j^N=-N\). Division by \(N\) gives `quadrature_mul`, stated for any complex algebra; `hstep` is the factorisation and `hsum` the exchange of sums.

## Numbers, error bounds and matrices

For \(a=z\) and \(G_j=1/(w_j-z)\), dividing by \(1+z^N\) gives `contourFilter_eq`. The same identity proves `pow_eq_neg_one_iff`: a solution of \(z^N=-1\) that was not a node would give \(0=1\). The excluded points are therefore exactly the nodes.

For \(|z|<1\), write \(F=1/(1+z^N)\). Then \(F-1=-z^N/(1+z^N)\) and \(|1+z^N|\ge1-|z|^N\), so
\[
|F-1|\le\frac{|z|^N}{1-|z|^N}.
\]
For \(|z|>1\), \(|1+z^N|\ge|z|^N-1\) gives \(|F|\le1/(|z|^N-1)\). Neither bound covers the circle itself.

For matrices, take \(a=(H-c)/r\) with \(r\ne0\). Then \(w_j-a=r^{-1}(c+rw_j-H)\), whose inverse is \(r(c+rw_j-H)^{-1}\), and `projector_mul` follows. If \(Hv=ev\), then \(av=\mu v\) with \(\mu=(e-c)/r\), and induction gives \(a^Nv=\mu^Nv\). A right inverse of a square matrix is also a left inverse, so \(P_N(1+a^N)v=v\), that is, \((1+\mu^N)P_Nv=v\). As \(v\neq0\), the factor is nonzero and can be divided out.

`projector_mul_witness` checks the invertibility condition for two sites with hopping \(2\), whose levels are \(\pm2\), using \(c=2\) and \(r=1\). The determinant is \(w_j(w_j+4)\), which is nonzero because \(|w_j|=1\).
